# At a site of positive density, the reconstructed potential errs by at most the residual norm over the root of the density

Take two sites, 0 and 1, joined by a hopping of $-1$, with the potential $(s,\,(1+\delta)/s)$ and one real orbital $(1, s)$ of energy zero, where $s>0$. The orbital equation holds at site 0 and misses by $\delta$ at site 1. If I now solve that equation for the potential, as if the orbital were exact, I get $1/s$ at site 1, which is wrong by $-\delta/s$. With $\delta = s = 10^{-3}$, a residual of a thousandth has become an error of one full hopping.

Is there a general relation between how badly a set of orbitals satisfies its equations and how wrong the potential recovered from it is? And with many orbitals, can the separate errors pile up into something worse?

## Residuals are divided by the root of the density

There is such a relation, and it holds site by site. The error is at most the root of the summed squared residuals, divided by the root of the total density. Several orbitals cannot do worse than that, and a single orbital always reaches it. In your example the bound is $|\delta|/s$, exactly the size of the error you found. Normalising the orbital, with the potential kept as it is, divides the orbital's value $s$ and the residual $\delta$ at site 1 by the same factor $\sqrt{1+s^2}$, so the bound is unchanged.

Let $T$ be a real matrix on finitely many sites, $v$ a potential, and $f_i$ finitely many real orbitals with trial energies $e_i$. Define

$$r_i = (T+\operatorname{diag} v) f_i - e_i f_i,\qquad n=\sum_i f_i^2,\qquad w=\frac{1}{n}\sum_i f_i\,(e_i f_i - T f_i).$$

Here $w$ is the reconstructed potential. Fix a site with $n>0$. The definition of the residual gives $e_i f_i - Tf_i = v f_i - r_i$ there. Multiplying by $f_i$, summing over $i$ and dividing by $n$ yields

$$w = v - \frac{1}{n}\sum_i f_i r_i .$$

Now put $w$ in place of $v$ in the orbital equations, and call the new residuals $r_i[w]$. Only the potential term changes, so $r_i[w] = r_i - (v-w) f_i$. Squaring and summing,

$$\sum_i r_i[w]^2 = \sum_i r_i^2 - 2(v-w)\sum_i f_i r_i + (v-w)^2 n .$$

The formula for $w$ says that $\sum_i f_i r_i = n(v-w)$. The last two terms therefore combine to $-n(v-w)^2$, and

$$\sum_i r_i^2 = n\,(w-v)^2 + \sum_i r_i[w]^2 .$$

Since $v$ was arbitrary, this also shows that $w$ is the least-squares potential at the site for the given orbitals and energies. Dropping the last sum, which is not negative, gives

$$|w-v| \le \sqrt{\frac{\sum_i r_i^2}{n}} .$$

Equality holds exactly when every $r_i[w]$ vanishes at the site. With one orbital this is automatic, because one equation can always be solved for one potential value.

Summing the decomposition over sites gives $\sum_x n\,(w-v)^2 \le \sum_x\sum_i r_i^2$. The density-weighted error is thus not amplified; it is the unweighted error that can grow where the density is small. It stays bounded if the residuals fall off at least as fast as $\sqrt n$. If a nonzero $\delta$ is held fixed in your model while $s\to 0$, the absolute error diverges. For $\delta\neq-1$ the potential at site 1 then diverges too, and the relative error stays at $-\delta/(1+\delta)$.

For non-interacting real orbitals on a finite grid, this gives a pointwise error estimate when a Kohn–Sham or embedding potential is rebuilt from approximate orbitals. Evaluating the residuals requires the potential $v$, as in a test where the orbitals were computed from a known one.

### Sites, orbitals and residuals in Lean

The finite types `X` and `ι` label sites and orbitals, and `f i x` is the value of orbital $i$ at site $x$. The matrix `T` is any real matrix: symmetry is not required, and neither are normalised or orthogonal orbitals. The energies `e i` are arbitrary real numbers, not necessarily eigenvalues or expectation values. Each orbital enters the density with weight one; an occupation number can be absorbed by scaling the orbital with its square root, which scales its residual as well.

`residual T v φ ε` is a definition, so any trial orbital and energy are allowed and the equation with a residual holds by construction. `density` and `reconstructedPotential` are $n$ and $w$. The hypothesis `hn : 0 < density f x` says that some orbital is nonzero at the site in question; `weighted_error_le` asks for this at every site.

The setting is a finite set of sites, real orbitals and one local potential shared by all of them. The continuum limit and complex orbitals would need separate arguments, and the size of the residuals that a particular basis set produces is an input here.

```lean
import Mathlib

open Matrix

namespace OrbitalResidualPotential

noncomputable section

variable {X ι : Type*} [Fintype X] [DecidableEq X] [Fintype ι]

/-- The density at a site: the sum of the squared real orbitals. -/
def density (f : ι → X → ℝ) (x : X) : ℝ := ∑ i, f i x ^ 2

/-- The residual `(T + diag v) φ - ε φ` of a trial orbital `φ` with trial energy `ε`. -/
def residual (T : Matrix X X ℝ) (v : X → ℝ) (φ : X → ℝ) (ε : ℝ) : X → ℝ :=
  (T + diagonal v) *ᵥ φ - ε • φ

/-- The potential reconstructed from orbitals and energies by inverting the orbital equations,
meant for sites where the density is nonzero. -/
def reconstructedPotential (T : Matrix X X ℝ) (e : ι → ℝ) (f : ι → X → ℝ) (x : X) : ℝ :=
  (∑ i, f i x * (e i * f i x - (T *ᵥ f i) x)) / density f x

/-- The residual at one site is the kinetic term plus the potential term minus the energy term. -/
theorem residual_apply (T : Matrix X X ℝ) (v φ : X → ℝ) (ε : ℝ) (x : X) :
    residual T v φ ε x = (T *ᵥ φ) x + v x * φ x - ε * φ x := by
  simp [residual, Matrix.add_mulVec, Matrix.mulVec_diagonal]

/-- At a site of positive density, the reconstructed potential is the true potential minus the
orbital-weighted sum of the residuals divided by the density. -/
theorem reconstructedPotential_eq (T : Matrix X X ℝ) (v : X → ℝ) (e : ι → ℝ)
    (f : ι → X → ℝ) {x : X} (hn : 0 < density f x) :
    reconstructedPotential T e f x =
      v x - (∑ i, f i x * residual T v (f i) (e i) x) / density f x := by
  -- solve the orbital equations for the potential term and sum over orbitals
  have key : ∑ i, f i x * (e i * f i x - (T *ᵥ f i) x) =
      v x * density f x - ∑ i, f i x * residual T v (f i) (e i) x := by
    rw [density, Finset.mul_sum, ← Finset.sum_sub_distrib]
    refine Finset.sum_congr rfl fun i _ => ?_
    rw [residual_apply]
    ring
  rw [reconstructedPotential, key, sub_div, mul_div_cancel_right₀ _ hn.ne']

/-- At a site of positive density, the summed squared residual for the potential `v` is the density
times the squared reconstruction error, plus the summed squared residual for the
reconstructed potential. -/
theorem residual_sq_decomposition (T : Matrix X X ℝ) (v : X → ℝ) (e : ι → ℝ)
    (f : ι → X → ℝ) {x : X} (hn : 0 < density f x) :
    ∑ i, residual T v (f i) (e i) x ^ 2 =
      density f x * (reconstructedPotential T e f x - v x) ^ 2 +
        ∑ i, residual T (reconstructedPotential T e f) (f i) (e i) x ^ 2 := by
  have hF := reconstructedPotential_eq T v e f hn
  have hd := div_mul_cancel₀ (∑ i, f i x * residual T v (f i) (e i) x) hn.ne'
  have hA : ∑ i, f i x * residual T v (f i) (e i) x =
      density f x * (v x - reconstructedPotential T e f x) := by
    linear_combination density f x * hF - hd
  -- changing the potential shifts each residual by a multiple of its orbital
  have h : ∑ i, residual T (reconstructedPotential T e f) (f i) (e i) x ^ 2 =
      ∑ i, residual T v (f i) (e i) x ^ 2
        - 2 * (v x - reconstructedPotential T e f x) *
          ∑ i, f i x * residual T v (f i) (e i) x
        + (v x - reconstructedPotential T e f x) ^ 2 * density f x := by
    rw [density, Finset.mul_sum, Finset.mul_sum, ← Finset.sum_sub_distrib,
      ← Finset.sum_add_distrib]
    refine Finset.sum_congr rfl fun i _ => ?_
    simp only [residual_apply]
    ring
  linear_combination (-1) * h + 2 * (v x - reconstructedPotential T e f x) * hA

/-- At a site of positive density, the error of the reconstructed potential is at most the square
root of the summed squared residuals divided by the density. -/
theorem potential_error_le (T : Matrix X X ℝ) (v : X → ℝ) (e : ι → ℝ)
    (f : ι → X → ℝ) {x : X} (hn : 0 < density f x) :
    |reconstructedPotential T e f x - v x| ≤
      √((∑ i, residual T v (f i) (e i) x ^ 2) / density f x) := by
  apply Real.abs_le_sqrt
  rw [le_div_iff₀ hn]
  have hp := residual_sq_decomposition T v e f hn
  have hS : 0 ≤ ∑ i, residual T (reconstructedPotential T e f) (f i) (e i) x ^ 2 :=
    Finset.sum_nonneg fun i _ => sq_nonneg _
  linarith

/-- At a site of positive density, the error bound is attained exactly when every orbital
equation holds at that site with the reconstructed potential in place of the true one. -/
theorem potential_error_eq_iff (T : Matrix X X ℝ) (v : X → ℝ) (e : ι → ℝ)
    (f : ι → X → ℝ) {x : X} (hn : 0 < density f x) :
    |reconstructedPotential T e f x - v x| =
        √((∑ i, residual T v (f i) (e i) x ^ 2) / density f x) ↔
      ∀ i, residual T (reconstructedPotential T e f) (f i) (e i) x = 0 := by
  have hp := residual_sq_decomposition T v e f hn
  constructor
  · intro h
    have h2 : (reconstructedPotential T e f x - v x) ^ 2 =
        (∑ i, residual T v (f i) (e i) x ^ 2) / density f x := by
      rw [← sq_abs, h, Real.sq_sqrt
        (div_nonneg (Finset.sum_nonneg fun i _ => sq_nonneg _) hn.le)]
    rw [eq_div_iff hn.ne'] at h2
    -- the leftover sum of squares must vanish term by term
    have hS : ∑ i, residual T (reconstructedPotential T e f) (f i) (e i) x ^ 2 = 0 := by
      linarith
    intro i
    have hi := (Finset.sum_eq_zero_iff_of_nonneg (fun j _ => sq_nonneg _)).1 hS i
      (Finset.mem_univ i)
    exact (pow_eq_zero_iff two_ne_zero).1 hi
  · intro h
    have hS : ∑ i, residual T (reconstructedPotential T e f) (f i) (e i) x ^ 2 = 0 :=
      Finset.sum_eq_zero fun i _ => by rw [h i]; norm_num
    rw [← Real.sqrt_sq_eq_abs]
    congr 1
    rw [eq_div_iff hn.ne']
    linarith

/-- If the density is positive at every site, the density-weighted squared potential error, summed
over sites, is at most the total squared residual of all orbitals. -/
theorem weighted_error_le (T : Matrix X X ℝ) (v : X → ℝ) (e : ι → ℝ)
    (f : ι → X → ℝ) (hn : ∀ x, 0 < density f x) :
    ∑ x, density f x * (reconstructedPotential T e f x - v x) ^ 2 ≤
      ∑ x, ∑ i, residual T v (f i) (e i) x ^ 2 := by
  refine Finset.sum_le_sum fun x _ => ?_
  rw [residual_sq_decomposition T v e f (hn x)]
  exact le_add_of_nonneg_right (Finset.sum_nonneg fun i _ => sq_nonneg _)

/-- Two sites with hopping `-1`, potential `(s, (1 + δ)/s)` and one orbital `(1, s)` of trial energy
zero, with `s > 0`: the residual is `(0, δ)`, and the potential error on the second site
is `-δ/s`. -/
theorem low_density_amplification (s δ : ℝ) (hs : 0 < s) :
    residual !![0, -1; -1, 0] ![s, (1 + δ) / s] ![1, s] 0 0 = 0 ∧
    residual !![0, -1; -1, 0] ![s, (1 + δ) / s] ![1, s] 0 1 = δ ∧
    reconstructedPotential !![0, -1; -1, 0] (fun _ : Fin 1 => 0) (fun _ => ![1, s]) 1
      - ![s, (1 + δ) / s] 1 = -δ / s := by
  have h : (1 + δ) / s * s = 1 + δ := div_mul_cancel₀ _ hs.ne'
  refine ⟨?_, ?_, ?_⟩
  · rw [residual_apply]
    simp [Matrix.mulVec, dotProduct, Fin.sum_univ_two]
  · rw [residual_apply]
    simp [Matrix.mulVec, dotProduct, Fin.sum_univ_two, h]
  · simp [reconstructedPotential, density, Matrix.mulVec, dotProduct, Fin.sum_univ_two]
    field_simp
    ring

end

end OrbitalResidualPotential
```

```lean
#print axioms OrbitalResidualPotential.potential_error_le
-- 'OrbitalResidualPotential.potential_error_le' depends on axioms: [propext, Classical.choice, Quot.sound]
#print axioms OrbitalResidualPotential.potential_error_eq_iff
-- 'OrbitalResidualPotential.potential_error_eq_iff' depends on axioms: [propext, Classical.choice, Quot.sound]
#print axioms OrbitalResidualPotential.weighted_error_le
-- 'OrbitalResidualPotential.weighted_error_le' depends on axioms: [propext, Classical.choice, Quot.sound]
#print axioms OrbitalResidualPotential.low_density_amplification
-- 'OrbitalResidualPotential.low_density_amplification' depends on axioms: [propext, Classical.choice, Quot.sound]
```

### From the residual at one site to the bound

`residual_apply` writes the residual at a site as kinetic term plus potential term minus energy term. The later proofs use it to turn matrix expressions into ordinary algebra.

In `reconstructedPotential_eq`, the step `key` is the orbital equation multiplied by $f_i$ and summed. The sums are merged and compared term by term, where `ring` closes each comparison. Division by the density then gives the formula for $w$.

`residual_sq_decomposition` follows the derivation above. Its `hA` is $\sum_i f_i r_i = n(v-w)$, and its `h` is the expanded square. The final `linear_combination` puts the first into the second.

For `potential_error_le`, `Real.abs_le_sqrt` reduces the claim to an inequality between squares, and `le_div_iff₀` multiplies it by the density. The decomposition and the nonnegativity of the leftover sum, `hS`, finish it.

`potential_error_eq_iff` treats the two directions separately. If the bound is attained, squaring shows that the leftover sum is zero, and a vanishing sum of squares has only vanishing terms. Conversely, if all $r_i[w]$ vanish at the site, the decomposition loses its last term and the square root equals the error.

`weighted_error_le` applies the decomposition at each site and discards the leftover squares. `low_density_amplification` evaluates your two-site model directly: its three parts are the residual at site 0, the residual at site 1 and the potential error at site 1.

### A site that no orbital reaches

Suppose the density may vanish at the site. Take two sites with $T=0$, the orbital $(1,0)$ of energy zero, and the potential $v=(0,1)$. Both residuals are zero, yet the orbital says nothing about the potential at site 1: any value there would satisfy the equation equally well. Lean sets division by zero to zero, so the reconstructed value at site 1 is $0$ and the error is $1$, while the bound reads $0$. The formula for $w$, the error bound and the criterion for equality all fail at that site without $n>0$.

The decomposition and the weighted inequality would survive. Where the density is zero, the weighted error is zero and the residuals do not depend on the potential.
